# In a normalised state a[123] + b[145] + c[246], the occupations of orbitals 1, 2 and 4 add up to 2

When a[123] + b[145] + c[246] serves as a trial function for three electrons, its natural occupation numbers can be read from the squared moduli of the amplitudes, without diagonalising the one-matrix. Here [ijk] is the normalised Slater determinant of the orthonormal spin orbitals i, j, k, and nᵢ is the occupation of orbital i.

The physical question is which natural occupation numbers, the eigenvalues of the one-matrix, a normalised pure three-fermion state on six orbitals can have. For these eigenvalues in decreasing order, the Borland–Dennis conditions are n1 + n6 = n2 + n5 = n3 + n4 = 1 and n1 + n2 + n4 ≤ 2; a state that reaches the value 2 is called pinned. That every pure state obeys them is background here. The theorems below concern combinations of [123], [145], [246] and [356], with complex amplitudes a, b, c, d. They apply to configuration-interaction functions of this form in a six-orbital space; whether a real electronic state is well described by such a function is a separate question.

## Three fermions in six orthonormal orbitals

The wave function ψ(x,y,z) depends on three orbital labels, and its one-matrix is

γ(i,j) = 3 Σₖₗ ψ(i,k,l) ψ*(j,k,l).

The factor 3 makes the trace equal to the particle number for a normalised state. Orthonormality enters through the Kronecker deltas; with overlapping orbitals, the sums would contain overlap integrals.

In Lean, orbital k has index k − 1 in `Fin 6`, so `n 0 + n 1 + n 3` means n1 + n2 + n4. The amplitudes a, b, c, d are `v 0` to `v 3`. Despite its name, `detSign` is the whole unnormalised determinant, with integer values; `slater` divides it by √6.

```lean
import Mathlib

open ComplexConjugate

namespace BorlandDennis

noncomputable section

/-- Kronecker delta: the value of orbital `j` at the label `i`. -/
def delta (i j : Fin 6) : ℤ := if i = j then 1 else 0

/-- The 3 × 3 determinant of the orbitals `p 0, p 1, p 2` at the particle labels `x, y, z`,
expanded along its first row. -/
def detSign (p : Fin 3 → Fin 6) (x y z : Fin 6) : ℤ :=
  delta x (p 0) * (delta y (p 1) * delta z (p 2) - delta y (p 2) * delta z (p 1))
  - delta x (p 1) * (delta y (p 0) * delta z (p 2) - delta y (p 2) * delta z (p 0))
  + delta x (p 2) * (delta y (p 0) * delta z (p 1) - delta y (p 1) * delta z (p 0))

/-- The Slater determinant of three orbitals, with the prefactor `1/√(3!)`. -/
def slater (p : Fin 3 → Fin 6) (x y z : Fin 6) : ℂ :=
  (detSign p x y z : ℂ) / ((√6 : ℝ) : ℂ)

/-- The configurations [123], [145], [246], [356]; orbital `k` has the index `k - 1`. -/
def config : Fin 4 → Fin 3 → Fin 6 := ![![0, 1, 2], ![0, 3, 4], ![1, 3, 5], ![2, 4, 5]]

/-- Occupation (0 or 1) of each of the six orbitals in each of the four configurations. -/
def occupied : Fin 4 → Fin 6 → ℤ :=
  ![![1, 1, 1, 0, 0, 0], ![1, 0, 0, 1, 1, 0], ![0, 1, 0, 1, 0, 1], ![0, 0, 1, 0, 1, 1]]

/-- The three-fermion state `v 0 [123] + v 1 [145] + v 2 [246] + v 3 [356]`. -/
def state (v : Fin 4 → ℂ) (x y z : Fin 6) : ℂ := ∑ m, v m * slater (config m) x y z

/-- The one-matrix of a three-particle wave function: two particles are traced out, and the
factor 3 counts the particles. -/
def oneMatrix (ψ : Fin 6 → Fin 6 → Fin 6 → ℂ) : Matrix (Fin 6) (Fin 6) ℂ :=
  Matrix.of fun i j => 3 * ∑ k, ∑ l, ψ i k l * conj (ψ j k l)

/-- The occupation number of orbital `i`: the real part of the diagonal entry of the one-matrix. -/
def occupation (ψ : Fin 6 → Fin 6 → Fin 6 → ℂ) (i : Fin 6) : ℝ := (oneMatrix ψ i i).re
```

Fermionic antisymmetry is proved from the determinant formula. The two neighbouring exchanges generate all permutations of the particles.

```lean
/-- The state changes sign when the first two or the last two particles are exchanged. -/
theorem state_antisymm (v : Fin 4 → ℂ) (x y z : Fin 6) :
    state v y x z = -state v x y z ∧ state v x z y = -state v x y z := by
  have h1 : ∀ p, detSign p y x z = -detSign p x y z := by
    intro p; simp only [detSign]; ring
  have h2 : ∀ p, detSign p x z y = -detSign p x y z := by
    intro p; simp only [detSign]; ring
  constructor
  · simp only [state, slater, h1, Int.cast_neg, neg_div, mul_neg, Finset.sum_neg_distrib]
  · simp only [state, slater, h2, Int.cast_neg, neg_div, mul_neg, Finset.sum_neg_distrib]
```

## Determinants that share only one orbital

This condition is built into `config`: any two of the four configurations have exactly one orbital in common. Physically, no one-particle operator connects them.

Expand a determinant of orbitals p, q, r along its first particle:

√6 [pqr](i,k,l) = δᵢₚ A_qr(k,l) − δᵢ_q A_pr(k,l) + δᵢᵣ A_pq(k,l),

where A_qr(k,l) = δₖ_q δₗᵣ − δₖᵣ δₗ_q. Summed over k and l, the product of two such pair functions vanishes if their orbital pairs differ, and the square of one gives 2. Different configurations have no pair in common, so their cross terms vanish. Within one configuration, equal remaining pairs require equal removed orbitals, so i = j. The normalised contribution is then 2/6 = 1/3 for an occupied orbital, and the factor 3 turns it into 1. Hence γ is diagonal, with

n1 = |a|² + |b|², n2 = |a|² + |c|², n3 = |a|² + |d|²,
n4 = |b|² + |c|², n5 = |b|² + |d|², n6 = |c|² + |d|².

If two shared orbitals were allowed, diagonality could fail: a[123] + b[124] has γ(3,4) = ab*.

The proof first contracts a determinant with an arbitrary two-particle function F, using the deltas to collapse the double sum.

```lean
/-- Contracting the last two particles of a determinant with a function `F` gives a signed sum over
its three orbitals, each multiplied by the antisymmetrised values of `F` at the other two. -/
theorem sum_detSign_mul (p : Fin 3 → Fin 6) (i : Fin 6) (F : Fin 6 → Fin 6 → ℤ) :
    ∑ k, ∑ l, detSign p i k l * F k l =
      delta i (p 0) * (F (p 1) (p 2) - F (p 2) (p 1))
      - delta i (p 1) * (F (p 0) (p 2) - F (p 2) (p 0))
      + delta i (p 2) * (F (p 0) (p 1) - F (p 1) (p 0)) := by
  have h : ∀ u w, ∑ k, ∑ l, delta k u * delta l w * F k l = F u w := by
    intro u w
    simp [delta]
  rw [← h (p 1) (p 2), ← h (p 2) (p 1), ← h (p 0) (p 2), ← h (p 2) (p 0),
    ← h (p 0) (p 1), ← h (p 1) (p 0)]
  simp only [Finset.mul_sum, ← Finset.sum_sub_distrib, ← Finset.sum_add_distrib]
  refine Finset.sum_congr rfl fun k _ => Finset.sum_congr rfl fun l _ => ?_
  simp only [detSign]
  ring
```

With F taken from a second determinant, `overlap` becomes a finite statement about integers, and `decide +kernel` checks every case. Its value 2 belongs to the unnormalised determinants.

```lean
/-- The overlap over two particles of two of the four determinants vanishes unless the
determinants agree and the remaining labels agree. -/
theorem overlap (m n : Fin 4) (i j : Fin 6) :
    ∑ k, ∑ l, detSign (config m) i k l * detSign (config n) j k l =
      if m = n ∧ i = j then 2 * occupied m i else 0 := by
  rw [sum_detSign_mul]
  revert m n i j
  decide +kernel
```

In the next theorem, `step` expands ψψ* into pairs of determinants and `key` inserts the overlaps. The cases i = j and i ≠ j then give the occupations and the zeros.

```lean
/-- The one-matrix of the four-determinant state is diagonal, and each diagonal entry is the total
weight of the determinants that contain the orbital. -/
theorem oneMatrix_state (v : Fin 4 → ℂ) :
    oneMatrix (state v) = Matrix.diagonal fun i =>
      ((![‖v 0‖ ^ 2 + ‖v 1‖ ^ 2, ‖v 0‖ ^ 2 + ‖v 2‖ ^ 2, ‖v 0‖ ^ 2 + ‖v 3‖ ^ 2,
          ‖v 1‖ ^ 2 + ‖v 2‖ ^ 2, ‖v 1‖ ^ 2 + ‖v 3‖ ^ 2, ‖v 2‖ ^ 2 + ‖v 3‖ ^ 2] i : ℝ) : ℂ) := by
  have hs : ((√6 : ℝ) : ℂ) * ((√6 : ℝ) : ℂ) = 6 := by
    rw [← Complex.ofReal_mul, Real.mul_self_sqrt (by norm_num)]
    norm_num
  have hn : ∀ z : ℂ, z * conj z = ((‖z‖ ^ 2 : ℝ) : ℂ) := by
    intro z
    rw [Complex.mul_conj, Complex.normSq_eq_norm_sq]
  ext i j
  -- expand the product of wave functions in pairs of determinants
  have step : ∀ k l, state v i k l * conj (state v j k l) =
      ∑ m, ∑ n, v m * conj (v n) / 6 *
        ((detSign (config m) i k l * detSign (config n) j k l : ℤ) : ℂ) := by
    intro k l
    simp only [state, slater, map_sum, Finset.sum_mul_sum]
    refine Finset.sum_congr rfl fun m _ => Finset.sum_congr rfl fun n _ => ?_
    rw [map_mul, map_div₀, Complex.conj_ofReal, map_intCast, Int.cast_mul, ← hs]
    ring
  -- sum over the two spectator particles
  have key : oneMatrix (state v) i j = 3 * ∑ m, ∑ n, v m * conj (v n) / 6 *
      ((if m = n ∧ i = j then 2 * occupied m i else 0 : ℤ) : ℂ) := by
    simp only [oneMatrix, Matrix.of_apply, step, Fin.sum_univ_four, Finset.sum_add_distrib,
      ← Finset.mul_sum, ← Int.cast_sum, overlap]
  rw [key]
  rcases eq_or_ne i j with rfl | h
  · rw [Matrix.diagonal_apply_eq]
    simp only [Fin.sum_univ_four, hn]
    fin_cases i <;> simp [occupied] <;> ring
  · rw [Matrix.diagonal_apply_ne _ h]
    simp [h]
```

## Unit norm

The condition |a|² + |b|² + |c|² + |d|² = 1 says that the total probability is one. Each determinant contains three orbitals, so the trace of γ is three times the sum of the weights; it is also three times the squared norm. `norm_state` compares the two and cancels the 3, which confirms that the condition on the amplitudes is normalisation of ψ.

```lean
/-- The squared norm of the state is the sum of the four determinant weights. -/
theorem norm_state (v : Fin 4 → ℂ) :
    ∑ x, ∑ y, ∑ z, state v x y z * conj (state v x y z) = ((∑ m, ‖v m‖ ^ 2 : ℝ) : ℂ) := by
  have h3 : 3 * ∑ x, ∑ y, ∑ z, state v x y z * conj (state v x y z) =
      (oneMatrix (state v)).trace := by
    simp only [Matrix.trace, Matrix.diag_apply, oneMatrix, Matrix.of_apply, Finset.mul_sum]
  apply mul_left_cancel₀ (three_ne_zero : (3 : ℂ) ≠ 0)
  rw [h3, oneMatrix_state, Matrix.trace_diagonal, Fin.sum_univ_six, Fin.sum_univ_four]
  simp only [Matrix.cons_val_zero, Matrix.cons_val_one, Matrix.cons_val]
  push_cast
  ring
```

Since γ is diagonal, its diagonal entries are the natural occupation numbers.

```lean
/-- The six occupation numbers of the four-determinant state. -/
theorem occupation_state (v : Fin 4 → ℂ) :
    occupation (state v) =
      ![‖v 0‖ ^ 2 + ‖v 1‖ ^ 2, ‖v 0‖ ^ 2 + ‖v 2‖ ^ 2, ‖v 0‖ ^ 2 + ‖v 3‖ ^ 2,
        ‖v 1‖ ^ 2 + ‖v 2‖ ^ 2, ‖v 1‖ ^ 2 + ‖v 3‖ ^ 2, ‖v 2‖ ^ 2 + ‖v 3‖ ^ 2] := by
  funext i
  simp only [occupation, oneMatrix_state, Matrix.diagonal_apply_eq, Complex.ofReal_re]
```

Adding them in pairs gives

n1 + n6 = n2 + n5 = n3 + n4 = |a|² + |b|² + |c|² + |d|² = 1.

For a state of squared norm N, each pair would sum to N. In the next two proofs, `linarith` uses the norm condition at this point.

## No weight on [356]

Each of [123], [145] and [246] contains two of the orbitals 1, 2, 4, whereas [356] contains none. Therefore

n1 + n2 + n4 = 2(|a|² + |b|² + |c|²) = 2 − 2|d|².

Without the condition d = 0, the pair equalities survive and the sum falls short of 2 by twice the weight of [356].

```lean
/-- For a normalised four-determinant state the paired occupations sum to one, and
`n1 + n2 + n4` falls short of 2 by twice the weight of [356]. -/
theorem distance_from_pinning (v : Fin 4 → ℂ) (h : ∑ m, ‖v m‖ ^ 2 = 1) :
    let n := occupation (state v)
    n 0 + n 5 = 1 ∧ n 1 + n 4 = 1 ∧ n 2 + n 3 = 1 ∧
      n 0 + n 1 + n 3 = 2 - 2 * ‖v 3‖ ^ 2 := by
  rw [Fin.sum_univ_four] at h
  simp only [occupation_state, Matrix.cons_val_zero, Matrix.cons_val_one, Matrix.cons_val]
  refine ⟨?_, ?_, ?_, ?_⟩ <;> linarith
```

Setting the last amplitude to zero, as in `![a, b, c, 0]`, gives the equality for complex a, b, c, and so for real ones.

```lean
/-- With fixed orbital labels, the normalised state `a[123] + b[145] + c[246]` has a diagonal
one-matrix with `n1 + n6 = n2 + n5 = n3 + n4 = 1` and `n1 + n2 + n4 = 2`. -/
theorem borland_dennis_pinning (a b c : ℂ) (h : ‖a‖ ^ 2 + ‖b‖ ^ 2 + ‖c‖ ^ 2 = 1) :
    let n := occupation (state ![a, b, c, 0])
    (oneMatrix (state ![a, b, c, 0])).IsDiag ∧
      n 0 + n 5 = 1 ∧ n 1 + n 4 = 1 ∧ n 2 + n 3 = 1 ∧ n 0 + n 1 + n 3 = 2 := by
  refine ⟨?_, ?_⟩
  · rw [oneMatrix_state]
    exact Matrix.isDiag_diagonal _
  · simp only [occupation_state, Matrix.cons_val_zero, Matrix.cons_val_one, Matrix.cons_val,
      norm_zero]
    refine ⟨?_, ?_, ?_, ?_⟩ <;> linarith
```

In the limiting case b = c = 0, the state is the single determinant [123], with occupations 1, 1, 1, 0, 0, 0, and the sum is 2.

## Decreasing order of the occupations

The equality above refers to fixed orbital labels, whereas pinning refers to ordered occupations. For d = 0, n2 ≤ n1 means |c|² ≤ |b|², and n4 ≤ n3 means |b|² + |c|² ≤ |a|². The other comparisons follow from these or from |c|² ≥ 0, and `linarith` does the same comparisons. Normalisation is not needed.

```lean
/-- The occupations of `a[123] + b[145] + c[246]` are in decreasing order exactly when
`|c|² ≤ |b|²` and `|b|² + |c|² ≤ |a|²`. -/
theorem ordered_iff (a b c : ℂ) :
    let n := occupation (state ![a, b, c, 0])
    (n 1 ≤ n 0 ∧ n 2 ≤ n 1 ∧ n 3 ≤ n 2 ∧ n 4 ≤ n 3 ∧ n 5 ≤ n 4) ↔
      ‖c‖ ^ 2 ≤ ‖b‖ ^ 2 ∧ ‖b‖ ^ 2 + ‖c‖ ^ 2 ≤ ‖a‖ ^ 2 := by
  simp only [occupation_state, Matrix.cons_val_zero, Matrix.cons_val_one, Matrix.cons_val,
    norm_zero]
  have hc := sq_nonneg ‖c‖
  constructor
  · rintro ⟨h1, -, h3, -, -⟩
    constructor <;> linarith
  · rintro ⟨h1, h2⟩
    refine ⟨?_, ?_, ?_, ?_, ?_⟩ <;> linarith
```

Without this order, the labelled sum can be 2 in a state that is not pinned. With three equal weights of 1/3, the sorted occupations are 2/3, 2/3, 2/3, 1/3, 1/3, 1/3, and the first, second and fourth add up to 5/3.

## Non-negative occupations in the converse

Given six numbers that obey the four equalities, choose

|a|² = n3, |b|² = n5, |c|² = n6.

Their sum is (1 − n4) + (1 − n2) + (1 − n1) = 1, and the equalities return the other three occupations. Non-negativity permits the square roots, which `ex` supplies. A list with a negative entry is not realised, because every occupation is a sum of squared moduli. Despite its name, the theorem does not assume decreasing order; if the list is in that order, the state is pinned.

```lean
/-- Converse: non-negative numbers that obey the three pair equalities and `n1 + n2 + n4 = 2` are
the occupations of a normalised state `a[123] + b[145] + c[246]`. -/
theorem pinned_occupations_realised (n : Fin 6 → ℝ) (hn : ∀ i, 0 ≤ n i)
    (h16 : n 0 + n 5 = 1) (h25 : n 1 + n 4 = 1) (h34 : n 2 + n 3 = 1)
    (hpin : n 0 + n 1 + n 3 = 2) :
    ∃ a b c : ℂ, ‖a‖ ^ 2 + ‖b‖ ^ 2 + ‖c‖ ^ 2 = 1 ∧
      occupation (state ![a, b, c, 0]) = n := by
  -- the amplitudes are square roots of n3, n5 and n6
  have ex : ∀ i, ∃ z : ℂ, ‖z‖ ^ 2 = n i := fun i =>
    ⟨((√(n i) : ℝ) : ℂ), by
      rw [Complex.norm_real, Real.norm_eq_abs, sq_abs, Real.sq_sqrt (hn i)]⟩
  obtain ⟨a, ha⟩ := ex 2
  obtain ⟨b, hb⟩ := ex 4
  obtain ⟨c, hc⟩ := ex 5
  refine ⟨a, b, c, by linarith, ?_⟩
  rw [occupation_state]
  funext i
  fin_cases i <;> simp [ha, hb, hc] <;> linarith

end

end BorlandDennis
```

The converse provides one state with the given occupations; it does not say that every state with those occupations has this three-determinant form.

```lean
#print axioms BorlandDennis.occupation_state
#print axioms BorlandDennis.distance_from_pinning
#print axioms BorlandDennis.ordered_iff
#print axioms BorlandDennis.pinned_occupations_realised
```

```
'BorlandDennis.occupation_state' depends on axioms: [propext, Classical.choice, Quot.sound]
'BorlandDennis.distance_from_pinning' depends on axioms: [propext, Classical.choice, Quot.sound]
'BorlandDennis.ordered_iff' depends on axioms: [propext, Classical.choice, Quot.sound]
'BorlandDennis.pinned_occupations_realised' depends on axioms: [propext, Classical.choice, Quot.sound]
```
